# Zero Berry curvature on the whole plane gives a $C^2$ unit state a parallel gauge

A code that follows one eigenvector $u(k)$ across a two-dimensional mesh of parameter points $k$ can fix the arbitrary phases returned by the diagonaliser by parallel transport, rotating each vector so that its overlap with a neighbour is real and positive. In the continuum version of this step, for a normalised state that is twice continuously differentiable on the entire plane, one choice of phases works in both directions at once when the Berry curvature vanishes everywhere.

In Lean 4 with Mathlib:

```lean
import Mathlib

open Complex
open scoped InnerProductSpace

namespace FlatBerryConnection

noncomputable section

variable {E H : Type*} [NormedAddCommGroup E] [NormedSpace ℝ E]
  [NormedAddCommGroup H] [InnerProductSpace ℂ H]

/-- The Berry connection one-form at the point `k`: `A(a) = Re (i ⟨u, ∂ₐ u⟩) = -Im ⟨u, ∂ₐ u⟩`. -/
def connection (u : E → H) (k : E) : E →L[ℝ] ℝ :=
  -(imCLM.comp (((innerSL ℂ (u k)).restrictScalars ℝ).comp (fderiv ℝ u k)))

/-- The Berry curvature at `k` along the directions `a`, `b`: `Ω(a, b) = -2 Im ⟨∂ₐ u, ∂_b u⟩`. -/
def curvature (u : E → H) (k a b : E) : ℝ :=
  -2 * (⟪fderiv ℝ u k a, fderiv ℝ u k b⟫_ℂ).im

/-- The gauge-transformed state `exp (i θ(k)) u(k)`. -/
def gauge (θ : E → ℝ) (u : E → H) (k : E) : H :=
  exp (I * θ k) • u k

/-- The state `v` is in a parallel gauge: `⟨v, ∂ₐ v⟩ = 0` at every point, in every direction. -/
def IsParallel (v : E → H) : Prop :=
  ∀ k a, ⟪v k, fderiv ℝ v k a⟫_ℂ = 0

/-- The component of the connection along `a` is `-Im ⟨u, ∂ₐ u⟩`. -/
theorem connection_apply (u : E → H) (k a : E) :
    connection u k a = -(⟪u k, fderiv ℝ u k a⟫_ℂ).im := by
  rfl

/-- The connection of a twice continuously differentiable state is continuously
differentiable. -/
theorem contDiff_connection [FiniteDimensional ℝ E] {u : E → H} (hu : ContDiff ℝ 2 u) :
    ContDiff ℝ 1 (connection u) := by
  rw [contDiff_clm_apply_iff]
  intro a
  simp only [connection_apply]
  have h1 : ContDiff ℝ 1 (fderiv ℝ u) := hu.fderiv_right one_add_one_eq_two.le
  have h0 : ContDiff ℝ 1 u := hu.of_le (by norm_num)
  have h2 : ContDiff ℝ 1 fun k => ⟪u k, fderiv ℝ u k a⟫_ℂ :=
    h0.inner ℂ (h1.clm_apply contDiff_const)
  exact (imCLM.contDiff.comp h2).neg

/-- The curl `∂ₐ A(b) - ∂_b A(a)` of the connection equals the curvature `Ω(a, b)`. -/
theorem curl_connection [FiniteDimensional ℝ E] {u : E → H} (hu : ContDiff ℝ 2 u) (k a b : E) :
    fderiv ℝ (connection u) k a b - fderiv ℝ (connection u) k b a = curvature u k a b := by
  have hd : Differentiable ℝ u := hu.differentiable (by norm_num)
  have hD1 : ContDiff ℝ 1 (fderiv ℝ u) := hu.fderiv_right one_add_one_eq_two.le
  have hD : Differentiable ℝ (fderiv ℝ u) := hD1.differentiable (by norm_num)
  have hA : Differentiable ℝ (connection u) :=
    (contDiff_connection hu).differentiable (by norm_num)
  -- product rule for `-Im ⟨u, ∂_b u⟩`
  have key : ∀ a b, fderiv ℝ (connection u) k a b =
      -(⟪u k, fderiv ℝ (fderiv ℝ u) k a b⟫_ℂ + ⟪fderiv ℝ u k a, fderiv ℝ u k b⟫_ℂ).im := by
    intro a b
    have h1 : HasFDerivAt (fun p => connection u p b)
        ((ContinuousLinearMap.apply ℝ ℝ b).comp (fderiv ℝ (connection u) k)) k :=
      (ContinuousLinearMap.apply ℝ ℝ b).hasFDerivAt.comp k (hA k).hasFDerivAt
    have h2 : HasFDerivAt (fun p => fderiv ℝ u p b)
        ((ContinuousLinearMap.apply ℝ H b).comp (fderiv ℝ (fderiv ℝ u) k)) k :=
      (ContinuousLinearMap.apply ℝ H b).hasFDerivAt.comp k (hD k).hasFDerivAt
    have h3 := (imCLM.hasFDerivAt.comp k ((hd k).hasFDerivAt.inner ℂ h2)).neg
    have h4 := h1.unique (h3.congr_of_eventuallyEq
      (Filter.Eventually.of_forall fun p => by simp [connection_apply]))
    simpa [fderivInnerCLM_apply] using DFunLike.congr_fun h4 a
  -- the second derivatives of `u` cancel by symmetry
  have sym : fderiv ℝ (fderiv ℝ u) k a b = fderiv ℝ (fderiv ℝ u) k b a :=
    second_derivative_symmetric (f := u) (fun y => (hd y).hasFDerivAt) (hD k).hasFDerivAt a b
  have swap : (⟪fderiv ℝ u k b, fderiv ℝ u k a⟫_ℂ).im =
      -(⟪fderiv ℝ u k a, fderiv ℝ u k b⟫_ℂ).im := by
    rw [← inner_conj_symm (fderiv ℝ u k b) (fderiv ℝ u k a), conj_im]
  rw [key a b, key b a, sym, add_im, add_im, swap, curvature]
  ring

/-- For a unit-norm state `u` and `v = exp (i θ) u`, one has `⟨v, ∂ₐ v⟩ = i (∂ₐ θ - A(a))`. -/
theorem overlap_gauge {u : E → H} {θ : E → ℝ} (hu : Differentiable ℝ u) (hn : ∀ k, ‖u k‖ = 1)
    (hθ : Differentiable ℝ θ) (k a : E) :
    ⟪gauge θ u k, fderiv ℝ (gauge θ u) k a⟫_ℂ =
      I * ((fderiv ℝ θ k a : ℂ) - (connection u k a : ℂ)) := by
  have h1 : ∀ p, ⟪u p, u p⟫_ℂ = 1 := fun p => by
    rw [inner_self_eq_norm_sq_to_K, hn]
    simp
  -- differentiating the normalisation makes `⟨u, ∂ₐ u⟩` imaginary
  have hc : HasFDerivAt (fun t => ⟪u t, u t⟫_ℂ) (0 : E →L[ℝ] ℂ) k := by
    simp only [h1]
    exact hasFDerivAt_const _ _
  have h2 : ⟪u k, fderiv ℝ u k a⟫_ℂ + ⟪fderiv ℝ u k a, u k⟫_ℂ = 0 := by
    simpa [fderivInnerCLM_apply] using
      DFunLike.congr_fun (((hu k).hasFDerivAt.inner ℂ (hu k).hasFDerivAt).unique hc) a
  have hre : (⟪u k, fderiv ℝ u k a⟫_ℂ).re = 0 := by
    have h3 := congrArg Complex.re h2
    rw [← inner_conj_symm (fderiv ℝ u k a) (u k), add_re, conj_re, zero_re] at h3
    linarith
  have hz : ⟪u k, fderiv ℝ u k a⟫_ℂ = -I * (connection u k a : ℂ) := by
    apply Complex.ext <;> simp [connection_apply, hre]
  -- product rule for `exp (i θ) u`
  have hE := ((ofRealCLM.hasFDerivAt.comp k (hθ k).hasFDerivAt).const_mul I).cexp
  have hv : fderiv ℝ (gauge θ u) k a =
      exp (I * θ k) • (fderiv ℝ u k a + (I * (fderiv ℝ θ k a : ℂ)) • u k) := by
    have h4 := DFunLike.congr_fun
      (HasFDerivAt.fderiv (f := gauge θ u) (hE.smul (hu k).hasFDerivAt)) a
    rw [h4]
    simp [smul_add, smul_smul, mul_assoc]
  have hphase : (starRingEnd ℂ) (exp (I * θ k)) * exp (I * θ k) = 1 := by
    rw [← exp_conj, ← exp_add]
    simp
  rw [hv]
  simp only [gauge, inner_smul_left, inner_smul_right, inner_add_right, h1]
  linear_combination (⟪u k, fderiv ℝ u k a⟫_ℂ + I * (fderiv ℝ θ k a : ℂ)) * hphase + hz

/-- The state `exp (i θ) u` is in a parallel gauge exactly when the differential of `θ` is the
connection of `u`. -/
theorem isParallel_gauge_iff {u : E → H} {θ : E → ℝ} (hu : Differentiable ℝ u)
    (hn : ∀ k, ‖u k‖ = 1) (hθ : Differentiable ℝ θ) :
    IsParallel (gauge θ u) ↔ ∀ k, fderiv ℝ θ k = connection u k := by
  constructor
  · intro h k
    ext a
    have h1 := h k a
    rw [overlap_gauge hu hn hθ] at h1
    exact_mod_cast sub_eq_zero.1 ((mul_eq_zero.1 h1).resolve_left I_ne_zero)
  · intro h k a
    rw [overlap_gauge hu hn hθ, h k, sub_self, mul_zero]

/-- For a twice continuously differentiable unit-norm state on a finite-dimensional parameter
space, a differentiable real phase `θ` putting `exp (i θ) u` in a parallel gauge exists exactly
when the curvature vanishes everywhere. -/
theorem exists_parallel_gauge_iff [FiniteDimensional ℝ E] {u : E → H} (hu : ContDiff ℝ 2 u)
    (hn : ∀ k, ‖u k‖ = 1) :
    (∃ θ : E → ℝ, Differentiable ℝ θ ∧ IsParallel (gauge θ u)) ↔
      ∀ k a b, curvature u k a b = 0 := by
  have hd : Differentiable ℝ u := hu.differentiable (by norm_num)
  have hA : Differentiable ℝ (connection u) :=
    (contDiff_connection hu).differentiable (by norm_num)
  constructor
  · -- an exact one-form has no curl
    rintro ⟨θ, hθ, hp⟩ k a b
    have hf : ∀ y, HasFDerivAt θ (connection u y) y := fun y => by
      rw [← (isParallel_gauge_iff hd hn hθ).1 hp y]
      exact (hθ y).hasFDerivAt
    rw [← curl_connection hu k a b, sub_eq_zero]
    exact second_derivative_symmetric hf (hA k).hasFDerivAt a b
  · -- a closed one-form on the whole space is exact (Poincaré lemma)
    intro h
    have hP : ∃ θ : E → ℝ, ∀ k ∈ (Set.univ : Set E), HasFDerivAt θ (connection u k) k :=
      Convex.exists_forall_hasFDerivAt_of_fderiv_symmetric convex_univ isOpen_univ
        hA.differentiableOn
        (fun k _ a b => sub_eq_zero.1 ((curl_connection hu k a b).trans (h k a b)))
    obtain ⟨θ, hθ⟩ := hP
    have hθd : Differentiable ℝ θ := fun k => (hθ k trivial).differentiableAt
    exact ⟨θ, hθd, (isParallel_gauge_iff hd hn hθd).2 fun k => (hθ k trivial).fderiv⟩

/-- Two differentiable phases that both put `u` in a parallel gauge differ by a constant. -/
theorem parallel_gauge_unique {u : E → H} {θ₁ θ₂ : E → ℝ} (hu : Differentiable ℝ u)
    (hn : ∀ k, ‖u k‖ = 1) (h₁ : Differentiable ℝ θ₁) (h₂ : Differentiable ℝ θ₂)
    (p₁ : IsParallel (gauge θ₁ u)) (p₂ : IsParallel (gauge θ₂ u)) :
    ∃ c : ℝ, ∀ k, θ₁ k = θ₂ k + c := by
  have hd : ∀ k, fderiv ℝ (θ₁ - θ₂) k = 0 := fun k => by
    rw [fderiv_sub (h₁ k) (h₂ k), (isParallel_gauge_iff hu hn h₁).1 p₁ k,
      (isParallel_gauge_iff hu hn h₂).1 p₂ k, sub_self]
  refine ⟨θ₁ 0 - θ₂ 0, fun k => ?_⟩
  have h := is_const_of_fderiv_eq_zero (h₁.sub h₂) hd k 0
  simp only [Pi.sub_apply] at h
  linarith

/-- On the plane: if `Im ⟨∂ₓ u, ∂_y u⟩ = 0` everywhere for a twice continuously differentiable
unit-norm state, some differentiable real `θ` makes `v = exp (i θ) u` satisfy
`⟨v, ∂ₓ v⟩ = ⟨v, ∂_y v⟩ = 0` everywhere. -/
theorem exists_parallel_gauge_plane {u : ℝ × ℝ → H} (hu : ContDiff ℝ 2 u)
    (hn : ∀ k, ‖u k‖ = 1)
    (hflat : ∀ k, (⟪fderiv ℝ u k (1, 0), fderiv ℝ u k (0, 1)⟫_ℂ).im = 0) :
    ∃ θ : ℝ × ℝ → ℝ, Differentiable ℝ θ ∧ ∀ k,
      ⟪gauge θ u k, fderiv ℝ (gauge θ u) k (1, 0)⟫_ℂ = 0 ∧
      ⟪gauge θ u k, fderiv ℝ (gauge θ u) k (0, 1)⟫_ℂ = 0 := by
  -- in two dimensions the curl has a single independent component
  have hall : ∀ k a b, curvature u k a b = 0 := by
    rintro k ⟨a1, a2⟩ ⟨b1, b2⟩
    have h := curl_connection hu k (1, 0) (0, 1)
    rw [curvature, hflat k, mul_zero] at h
    have e : ∀ s t : ℝ, ((s, t) : ℝ × ℝ) = s • ((1, 0) : ℝ × ℝ) + t • ((0, 1) : ℝ × ℝ) := by
      intro s t
      ext <;> simp
    rw [← curl_connection hu, e a1 a2, e b1 b2]
    simp only [map_add, map_smul, _root_.add_apply,
      _root_.smul_apply, smul_eq_mul]
    linear_combination (a1 * b2 - a2 * b1) * h
  obtain ⟨θ, hθ, hp⟩ := (exists_parallel_gauge_iff hu hn).2 hall
  exact ⟨θ, hθ, fun k => ⟨hp k _, hp k _⟩⟩

end

end FlatBerryConnection
```

```lean
#print axioms FlatBerryConnection.parallel_gauge_unique
-- 'FlatBerryConnection.parallel_gauge_unique' depends on axioms: [propext, Classical.choice, Quot.sound]
#print axioms FlatBerryConnection.exists_parallel_gauge_plane
-- 'FlatBerryConnection.exists_parallel_gauge_plane' depends on axioms: [propext, Classical.choice, Quot.sound]
```

## State, connection, curvature and gauge

The parameter space `E` is a real normed space, finite-dimensional wherever second derivatives enter, and the state space `H` is any complex inner product space, $\mathbb{C}^n$ included. The bracket `⟪u k, fderiv ℝ u k a⟫_ℂ` is $\langle u, \partial_a u\rangle$. It is conjugate-linear in the first slot, as in Dirac notation, and `fderiv ℝ u k a` is the derivative $\partial_a u$ at the point $k$ along the vector $a$. Four definitions fix the conventions.

- `connection u k` is the real linear form $A_k(a) = -\operatorname{Im}\langle u, \partial_a u\rangle$. For a normalised state this equals $i\langle u, \partial_a u\rangle$.
- `curvature u k a b` is $\Omega_k(a,b) = -2\operatorname{Im}\langle \partial_a u, \partial_b u\rangle$, for two vectors $a$ and $b$.
- `gauge θ u` is $v(k) = e^{i\theta(k)}u(k)$, with $\theta$ a real function on `E`.
- `IsParallel v` says $\langle v, \partial_a v\rangle = 0$ at every point and in every direction, so the state changes only orthogonally to itself and its connection is zero.

The hypothesis `hn` is the normalisation $\|u(k)\| = 1$. The hypothesis `ContDiff ℝ 2 u` says that a twice continuously differentiable choice of vector exists at all points. It stands for a level that stays separated from the others, and it is assumed here, since no Hamiltonian appears. The hypothesis `hflat` says that infinitesimal loops collect no Berry phase.

## The three theorems

`exists_parallel_gauge_iff` states, for a normalised and twice continuously differentiable $u$ on a finite-dimensional `E`, that a differentiable real $\theta$ making $e^{i\theta}u$ parallel exists exactly when $\Omega_k(a,b) = 0$ for all $k$, $a$, $b$. `parallel_gauge_unique` states that two differentiable phases $\theta_1$, $\theta_2$ that both do this differ by a constant; it needs only a differentiable normalised $u$ and no bound on the dimension of `E`. `exists_parallel_gauge_plane` takes `ℝ × ℝ` as the plane, with $\partial_x$ and $\partial_y$ the derivatives along `(1, 0)` and `(0, 1)`. From $\operatorname{Im}\langle\partial_x u, \partial_y u\rangle = 0$ everywhere it gives a differentiable $\theta$ with $\langle v, \partial_x v\rangle = \langle v, \partial_y v\rangle = 0$ everywhere. The clause `Differentiable ℝ θ` carries weight, because `fderiv` returns zero where a function has no derivative, and a nowhere differentiable $v$ would satisfy `IsParallel` for that reason alone.

The theorems concern one state, so degenerate levels and groups of bands with a matrix-valued connection are excluded. The domain is the whole space `E`, with no holes. On the plane without its origin, with polar angle $\varphi$, the single-valued state $e^{i\varphi/2}(\cos\frac{\varphi}{2}, \sin\frac{\varphi}{2})$ has $A = -\frac12\,d\varphi$, which is flat, yet it collects a phase $\pi$ modulo $2\pi$ around the origin. For a single isolated band of a two-dimensional non-interacting crystal, with $k$ the crystal momentum and $u(k)$ the cell-periodic part of the Bloch function, the result removes a flat connection on the plane of all $k$, but $\theta$ is not claimed to respect the periodicity of the reciprocal lattice, so Berry phases along lines crossing the Brillouin zone can remain.

## The parallel condition is $d\theta = A$

Differentiating $\langle u,u\rangle = 1$ along $a$ gives
$$\langle u, \partial_a u\rangle + \langle \partial_a u, u\rangle = 2\operatorname{Re}\langle u, \partial_a u\rangle = 0 ,$$
so the overlap is imaginary and $\langle u, \partial_a u\rangle = -iA(a)$. The product rule gives $\partial_a v = e^{i\theta}(\partial_a u + i\,\partial_a\theta\; u)$. The bra of $v$ carries $e^{-i\theta}$, the two phases cancel, and
$$\langle v, \partial_a v\rangle = \langle u, \partial_a u\rangle + i\,\partial_a\theta = i\,\bigl(\partial_a\theta - A(a)\bigr).$$
This is `overlap_gauge`. Its steps `h2`, `hre` and `hz` are the differentiated norm, the vanishing real part and the form $-iA(a)$. The step `hv` is the product rule, `hphase` is $e^{-i\theta}e^{i\theta} = 1$, and the closing `linear_combination` adds these up. Since $i \neq 0$, the overlap vanishes for all $k$ and $a$ exactly when the differential of $\theta$ equals $A$ at every point, which is `isParallel_gauge_iff`. The question has become whether the one-form $A$ has a potential.

Uniqueness follows at once. If $d\theta_1 = A = d\theta_2$, then $\theta_1 - \theta_2$ has zero derivative on the whole space and equals its value at the origin. `parallel_gauge_unique` takes the constant to be `θ₁ 0 - θ₂ 0` and applies `is_const_of_fderiv_eq_zero`. The remaining freedom is one overall phase of the state.

## The curl of $A$ is the curvature

For fixed $a$, the function $A(a)$ is built from $u$ and $\partial_a u$, both continuously differentiable, so $A$ is continuously differentiable. `contDiff_connection` proves this direction by direction, and finite dimension of `E` is what lets `contDiff_clm_apply_iff` pass from the components to the form. Differentiating the component $A(b)$ along $a$ gives
$$\partial_a A(b) = -\operatorname{Im}\bigl[\langle u, \partial_a\partial_b u\rangle + \langle\partial_a u, \partial_b u\rangle\bigr].$$
Exchange $a$ and $b$ and subtract. The terms with second derivatives cancel because $\partial_a\partial_b u = \partial_b\partial_a u$. The remaining terms add, because $\langle\partial_b u, \partial_a u\rangle$ is the conjugate of $\langle\partial_a u, \partial_b u\rangle$ and has the opposite imaginary part. Hence
$$\partial_a A(b) - \partial_b A(a) = -2\operatorname{Im}\langle\partial_a u, \partial_b u\rangle = \Omega(a,b).$$
In `curl_connection` the expression `fderiv ℝ (connection u) k a b` is $\partial_a A(b)$, and the three ingredients are `key` (product rule), `sym` (symmetric second derivatives) and `swap` (conjugation). Normalisation is not used here.

## A flat connection on the whole space has a potential

Suppose first that a parallel gauge exists. Then $d\theta = A$ with $A$ differentiable, so $\theta$ has second derivatives, and $\Omega(a,b) = \partial_a\partial_b\theta - \partial_b\partial_a\theta = 0$. The first branch of `exists_parallel_gauge_iff` rewrites the curvature as the curl and applies `second_derivative_symmetric` to $\theta$.

Conversely let $\Omega = 0$, so that $\partial_a A(b) = \partial_b A(a)$. Integrate $A$ along the straight segment from the origin to $k$, with $t \in [0,1]$ the parameter along it:
$$\theta(k) = \int_0^1 A_{tk}(k)\,dt .$$
Write $(\partial_a A)_p(b)$ for $\partial_a A(b)$ at the point $p$. Differentiating under the integral, then using the symmetry, gives
$$\partial_a\theta(k) = \int_0^1 \bigl[A_{tk}(a) + t\,(\partial_a A)_{tk}(k)\bigr]dt = \int_0^1 \bigl[A_{tk}(a) + t\,(\partial_k A)_{tk}(a)\bigr]dt .$$
The last integrand is $\frac{d}{dt}\bigl[t\,A_{tk}(a)\bigr]$, so the integral is $A_k(a)$, and $d\theta = A$. The segments lie inside the domain because the whole space is convex, the property that fails on the punctured plane. The second branch takes this step from Mathlib's Poincaré lemma `Convex.exists_forall_hasFDerivAt_of_fderiv_symmetric`, supplying `convex_univ`, `isOpen_univ`, the differentiability of $A$ and the symmetry from `curl_connection`. The theorem records the existence of $\theta$ and not the integral formula.

On the plane one component is enough. Write $a = (a_1, a_2)$ and $b = (b_1, b_2)$, and let $\Omega_{xy}$ be the curvature along $(1,0)$ and $(0,1)$. The curl is linear in each vector and changes sign under exchange, so
$$\Omega(a,b) = (a_1 b_2 - a_2 b_1)\,\Omega_{xy} .$$
In `exists_parallel_gauge_plane` the step `hall` expands both vectors in the two unit vectors, works on the curl side of `curl_connection`, and closes with the factor `a1 * b2 - a2 * b1` times the flatness condition. The general theorem then gives $\theta$, and parallelism is read off along the two axes.

## Phase fixing on a mesh

The mesh version below is a leading-order sketch, and no theorem above treats discretisation. Take a square mesh of spacing $\delta$ with open edges, so that no link wraps around periodically, with unit vectors $\hat x$ and $\hat y$; let $e$ denote either, and assume that overlaps between neighbouring points are nonzero. A code computes the overlaps
$$M_e(k) = \langle u(k), u(k+\delta e)\rangle \approx 1 - i\delta\,A_k(e),$$
where the approximation, and with it $-\arg M_e(k) \approx \delta\,A_k(e)$, holds when the vectors are samples of a smooth choice $u$. Vectors returned by a diagonaliser carry additional arbitrary phases, which shift $\arg M_e(k)$ by amounts of order one; the update below absorbs them into $\theta$. The overlap of the rotated vectors is $e^{i[\theta(k+\delta e) - \theta(k)]}M_e(k)$, which is real and positive when
$$\theta(k+\delta e) = \theta(k) - \arg M_e(k).$$
This is the discrete form of $d\theta = A$. The code chooses $\theta$ at one point, which is the free constant, applies the update along one row in $\hat x$, and then along every column in $\hat y$. All $\hat y$ links and the $\hat x$ links of the first row are now real and positive by construction. The $\hat x$ links of the other rows are decided by the plaquettes: minus the phase of the product of the four overlaps, taken counterclockwise around a cell, does not depend on the phases of the vectors and approximates $\Omega_{xy}\,\delta^2$. If every plaquette phase is zero, the remaining links are real and positive as well. Otherwise an $\hat x$ link in a higher row keeps as its phase, up to sign and modulo $2\pi$, the sum of the plaquette phases between it and the first row.
